# Aitken extrapolation is not size consistent for fragments whose positive basis-set errors decay geometrically at different rates

## Two molecules that don't interact, yet repel after extrapolation

When I extrapolate a pair of molecules and each molecule alone to the basis-set limit, I get a repulsion between molecules that don't interact at all. I reduced it to a toy case. One molecule has the basis-set error $(1/2)^X$ and the other $(1/4)^X$, in some energy unit, where $X$ is the cardinal number of the basis set. I apply three-point Aitken extrapolation to $X = 2, 3, 4$. Each molecule alone gives its limit exactly. The summed energy gives a value 0.01 units above the sum of the limits, although the energies going in are strictly additive. Is this a bug in my script? If not, can the error also be negative, can extrapolation make things worse than the last computed energy, and when does the error vanish?

## A sum of different geometric decays is not a geometric decay

Your script is right. Aitken's formula is exact for a limit plus one geometric term, and the sum of two such terms with different ratios no longer has that form. For positive geometric errors with ratios between 0 and 1, the extrapolated sum is exact when all the ratios are equal and too high otherwise. It is always better than the last of the three computed energies.

Let fragment $i$ have the energy $E_i + b_i q_i^X$, with limit $E_i$, amplitude $b_i > 0$ and ratio $0 < q_i < 1$. Write $s_X$ for the total energy, the sum over all fragments. The extrapolated value is

$$A = \frac{s_X s_{X+2} - s_{X+1}^2}{D}, \qquad D = s_X - 2s_{X+1} + s_{X+2}.$$

Set $w_i = b_i q_i^X$, $E = \sum_i E_i$ and $S_k = \sum_i w_i q_i^k$ for $k = 0, 1, 2$. Then $s_{X+k} = E + S_k$, and the denominator is positive:

$$D = S_0 - 2S_1 + S_2 = \sum_i w_i (1-q_i)^2 > 0.$$

Expanding the numerator gives

$$(E+S_0)(E+S_2) - (E+S_1)^2 = E\,D + S_0S_2 - S_1^2,$$

and therefore

$$A - E = \frac{S_0 S_2 - S_1^2}{D}.$$

For a single fragment, $S_0S_2 = w^2q^2 = S_1^2$, so the formula returns the limit. For several fragments, expand a weighted sum of squares:

$$\sum_i w_i (S_0 q_i - S_1)^2 = S_0^2 S_2 - 2S_0S_1^2 + S_1^2S_0 = S_0\,(S_0S_2 - S_1^2).$$

The left side is zero only if every $q_i$ equals the weighted mean $S_1/S_0$. If two ratios differ, it is positive, and so is $A - E$. This is the lower bound.

For the upper bound, subtract $A$ from the last energy:

$$s_{X+2} - A = \frac{s_{X+2}D - s_Xs_{X+2} + s_{X+1}^2}{D} = \frac{(s_{X+1}-s_{X+2})^2}{D}.$$

The last step, $s_{X+1} - s_{X+2} = \sum_i w_i q_i(1-q_i)$, is positive, so $A < s_{X+2}$.

If all ratios equal a common $q$, then $S_1 = qS_0$ and $S_2 = q^2S_0$. Hence $S_0S_2 - S_1^2 = 0$ and $A = E$.

In your example $S_0 = 5/16$, $S_1 = 9/64$ and $S_2 = 17/256$. This gives $S_0S_2 - S_1^2 = 1/1024$ and $D = 25/256$, so $A - E = 1/100$, while the unextrapolated error at $X = 4$ is about 0.066.

For interaction energies in this noninteracting model with positive, purely geometric errors, the consequence is that extrapolating the complex and the fragments separately leaves a false repulsion whenever two ratios differ. Adding the extrapolated fragment energies gives the exact total here, but it is no remedy for molecules that do interact, since it leaves out their interaction.

The same argument in Lean 4 with Mathlib:

```lean
import Mathlib

open Finset

namespace AitkenSizeConsistency

noncomputable section

variable {ι : Type*} [Fintype ι]

/-- Energy of one fragment at cardinal number `X`: the limit `E` plus the
basis-set error `b * q ^ X`. -/
def fragmentEnergy (E b q : ℝ) (X : ℕ) : ℝ := E + b * q ^ X

/-- Energy of the system of noninteracting fragments: the sum of the fragment energies. -/
def totalEnergy (E b q : ι → ℝ) (X : ℕ) : ℝ :=
  ∑ i, fragmentEnergy (E i) (b i) (q i) X

/-- Three-point Aitken extrapolation from the energies at `X`, `X + 1`, `X + 2`,
meant for sequences whose second difference at `X` is nonzero. -/
def aitken (s : ℕ → ℝ) (X : ℕ) : ℝ :=
  (s X * s (X + 2) - s (X + 1) ^ 2) / (s X - 2 * s (X + 1) + s (X + 2))

/-- For a single fragment with nonzero error amplitude and ratio `q` other than 0 and 1,
the extrapolation returns the basis-set limit. -/
theorem aitken_fragment {E b q : ℝ} (hb : b ≠ 0) (h0 : q ≠ 0) (h1 : q ≠ 1) (X : ℕ) :
    aitken (fragmentEnergy E b q) X = E := by
  have e : fragmentEnergy E b q X - 2 * fragmentEnergy E b q (X + 1)
      + fragmentEnergy E b q (X + 2) = b * q ^ X * (1 - q) ^ 2 := by
    unfold fragmentEnergy
    ring
  have hD : b * q ^ X * (1 - q) ^ 2 ≠ 0 :=
    mul_ne_zero (mul_ne_zero hb (pow_ne_zero _ h0)) (pow_ne_zero _ (sub_ne_zero.2 h1.symm))
  rw [aitken, e, div_eq_iff hD]
  unfold fragmentEnergy
  ring

/-- With positive amplitudes and ratios in (0,1), the total energy of at least one fragment
has a positive second difference in `X`. -/
theorem second_difference_pos [Nonempty ι] {E b q : ι → ℝ} (hb : ∀ i, 0 < b i)
    (hq : ∀ i, 0 < q i ∧ q i < 1) (X : ℕ) :
    0 < totalEnergy E b q X - 2 * totalEnergy E b q (X + 1) + totalEnergy E b q (X + 2) := by
  have e : totalEnergy E b q X - 2 * totalEnergy E b q (X + 1) + totalEnergy E b q (X + 2)
      = ∑ i, b i * q i ^ X * (1 - q i) ^ 2 := by
    simp only [totalEnergy, fragmentEnergy, mul_sum, ← sum_sub_distrib, ← sum_add_distrib]
    refine sum_congr rfl fun i _ => ?_
    ring
  rw [e]
  exact sum_pos (fun i _ => mul_pos (mul_pos (hb i) (pow_pos (hq i).1 X))
    (pow_pos (sub_pos.2 (hq i).2) 2)) univ_nonempty

/-- For positive weights, the weighted spread of the ratios `q i` is strictly positive
as soon as two of them differ. -/
theorem spread_pos {w q : ι → ℝ} (hw : ∀ i, 0 < w i) (hne : ∃ i j, q i ≠ q j) :
    0 < (∑ i, w i) * (∑ i, w i * q i ^ 2) - (∑ i, w i * q i) ^ 2 := by
  obtain ⟨i, j, hij⟩ := hne
  have hS : 0 < ∑ i, w i := sum_pos (fun i _ => hw i) ⟨i, mem_univ i⟩
  have key : ∀ a c : ℝ, ∑ i, w i * (a * q i - c) ^ 2
      = a ^ 2 * (∑ i, w i * q i ^ 2) - 2 * a * c * (∑ i, w i * q i) + c ^ 2 * ∑ i, w i := by
    intro a c
    simp only [mul_sum, ← sum_sub_distrib, ← sum_add_distrib]
    refine sum_congr rfl fun i _ => ?_
    ring
  -- some ratio differs from the weighted mean
  have hk : ∃ k, (∑ i, w i) * q k - ∑ i, w i * q i ≠ 0 := by
    by_contra hcon
    have hall : ∀ k, (∑ i, w i) * q k - ∑ i, w i * q i = 0 := fun k => by
      by_contra hk
      exact hcon ⟨k, hk⟩
    exact hij (mul_left_cancel₀ hS.ne' (by linarith [hall i, hall j]))
  obtain ⟨k, hk⟩ := hk
  have hpos : 0 < ∑ l, w l * ((∑ i, w i) * q l - ∑ i, w i * q i) ^ 2 :=
    sum_pos' (fun l _ => mul_nonneg (hw l).le (sq_nonneg _))
      ⟨k, mem_univ k, mul_pos (hw k) (pow_pos (abs_pos.2 hk) 2 |>.trans_eq (sq_abs _))⟩
  rw [key] at hpos
  refine pos_of_mul_pos_right (a := ∑ i, w i) ?_ hS.le
  linarith

/-- With positive amplitudes and ratios in (0,1), the extrapolated total energy of at least one
fragment differs from the sum of the fragment limits by the weighted spread of the ratios over the
second difference. -/
theorem aitken_total_sub [Nonempty ι] {E b q : ι → ℝ} (hb : ∀ i, 0 < b i)
    (hq : ∀ i, 0 < q i ∧ q i < 1) (X : ℕ) :
    aitken (totalEnergy E b q) X - ∑ i, E i =
      ((∑ i, b i * q i ^ X) * (∑ i, b i * q i ^ X * q i ^ 2)
        - (∑ i, b i * q i ^ X * q i) ^ 2) /
      (totalEnergy E b q X - 2 * totalEnergy E b q (X + 1) + totalEnergy E b q (X + 2)) := by
  have hD := (second_difference_pos (E := E) hb hq X).ne'
  have h0 : totalEnergy E b q X = ∑ i, E i + ∑ i, b i * q i ^ X := by
    simp only [totalEnergy, fragmentEnergy, sum_add_distrib]
  have h1 : totalEnergy E b q (X + 1) = ∑ i, E i + ∑ i, b i * q i ^ X * q i := by
    simp only [totalEnergy, fragmentEnergy, sum_add_distrib, pow_succ, mul_assoc]
  have h2 : totalEnergy E b q (X + 2) = ∑ i, E i + ∑ i, b i * q i ^ X * q i ^ 2 := by
    simp only [totalEnergy, fragmentEnergy, sum_add_distrib, pow_add, mul_assoc]
  rw [eq_div_iff hD, sub_mul, aitken, div_mul_cancel₀ _ hD, h0, h1, h2]
  ring

/-- With positive amplitudes and ratios in (0,1), the extrapolated total energy of at least one
fragment lies strictly below the total energy at `X + 2`. -/
theorem aitken_total_lt [Nonempty ι] {E b q : ι → ℝ} (hb : ∀ i, 0 < b i)
    (hq : ∀ i, 0 < q i ∧ q i < 1) (X : ℕ) :
    aitken (totalEnergy E b q) X < totalEnergy E b q (X + 2) := by
  have hD := second_difference_pos (E := E) hb hq X
  -- the energy still drops from X + 1 to X + 2
  have hlt : totalEnergy E b q (X + 2) < totalEnergy E b q (X + 1) := by
    refine sum_lt_sum_of_nonempty univ_nonempty fun i _ => ?_
    have e : fragmentEnergy (E i) (b i) (q i) (X + 1) - fragmentEnergy (E i) (b i) (q i) (X + 2)
        = b i * q i ^ (X + 1) * (1 - q i) := by
      unfold fragmentEnergy
      ring
    have hp := mul_pos (mul_pos (hb i) (pow_pos (hq i).1 (X + 1))) (sub_pos.2 (hq i).2)
    linarith
  have hsq := pow_pos (sub_pos.2 hlt) 2
  rw [aitken, div_lt_iff₀ hD]
  linarith

/-- Let all amplitudes be positive and all ratios lie in (0,1), with at least two ratios
different. Aitken extrapolation is exact for every fragment, but for the total energy it lies
strictly between the sum of the fragment limits and the total energy at `X + 2`. -/
theorem aitken_not_size_consistent {E b q : ι → ℝ} (hb : ∀ i, 0 < b i)
    (hq : ∀ i, 0 < q i ∧ q i < 1) (hne : ∃ i j, q i ≠ q j) (X : ℕ) :
    (∀ i, aitken (fragmentEnergy (E i) (b i) (q i)) X = E i) ∧
      ∑ i, E i < aitken (totalEnergy E b q) X ∧
      aitken (totalEnergy E b q) X < totalEnergy E b q (X + 2) := by
  have : Nonempty ι := ⟨hne.choose⟩
  refine ⟨fun i => aitken_fragment (hb i).ne' (hq i).1.ne' (hq i).2.ne X, ?_,
    aitken_total_lt hb hq X⟩
  rw [← sub_pos, aitken_total_sub hb hq X]
  exact div_pos (spread_pos (fun i => mul_pos (hb i) (pow_pos (hq i).1 X)) hne)
    (second_difference_pos hb hq X)

/-- For at least one fragment, positive amplitudes and ratios in (0,1), extrapolating the total
energy equals summing the extrapolated fragment energies exactly when all ratios coincide. -/
theorem size_consistent_iff [Nonempty ι] {E b q : ι → ℝ} (hb : ∀ i, 0 < b i)
    (hq : ∀ i, 0 < q i ∧ q i < 1) (X : ℕ) :
    aitken (totalEnergy E b q) X = ∑ i, aitken (fragmentEnergy (E i) (b i) (q i)) X ↔
      ∀ i j, q i = q j := by
  have hfrag : ∑ i, aitken (fragmentEnergy (E i) (b i) (q i)) X = ∑ i, E i :=
    sum_congr rfl fun i _ => aitken_fragment (hb i).ne' (hq i).1.ne' (hq i).2.ne X
  rw [hfrag]
  constructor
  · intro h i j
    by_contra hij
    exact (aitken_not_size_consistent (E := E) hb hq ⟨i, j, hij⟩ X).2.1.ne' h
  · intro h
    obtain ⟨k⟩ := ‹Nonempty ι›
    have : Nonempty ι := ⟨k⟩
    -- a common ratio factors out of both weighted sums
    have h1 : ∑ i, b i * q i ^ X * q i = (∑ i, b i * q i ^ X) * q k := by
      rw [sum_mul]
      exact sum_congr rfl fun i _ => by rw [h i k]
    have h2 : ∑ i, b i * q i ^ X * q i ^ 2 = (∑ i, b i * q i ^ X) * q k ^ 2 := by
      rw [sum_mul]
      exact sum_congr rfl fun i _ => by rw [h i k]
    rw [← sub_eq_zero, aitken_total_sub hb hq X, h1, h2]
    exact div_eq_zero_iff.2 (Or.inl (by ring))

end

end AitkenSizeConsistency
```

```lean
#print axioms AitkenSizeConsistency.aitken_not_size_consistent
#print axioms AitkenSizeConsistency.size_consistent_iff
```

```
'AitkenSizeConsistency.aitken_not_size_consistent' depends on axioms: [propext, Classical.choice, Quot.sound]
'AitkenSizeConsistency.size_consistent_iff' depends on axioms: [propext, Classical.choice, Quot.sound]
```

### What the Lean statements say about the energies

The finite type `ι` labels the fragments, and `E`, `b` and `q` assign each one its limit, amplitude and ratio as real numbers. The cardinal number `X` is any natural number, including 0. `fragmentEnergy` is the geometric model, `totalEnergy` is its sum over fragments, and `aitken` is the three-point formula applied to any sequence of energies.

The main theorem, `aitken_not_size_consistent`, has three hypotheses. `hb` says that all amplitudes are positive: each fragment approaches its limit from above, as a variational energy does in nested basis sets. `hq` puts every ratio strictly between 0 and 1, so that each enlargement of the basis removes a fixed fraction of the remaining error. `hne` says that some two ratios differ. This implies at least two fragments, but the ratios need not be pairwise distinct. The conclusion joins exactness for every fragment with the two strict inequalities for the total energy, at every `X`.

`size_consistent_iff` compares the two orders of operation directly. For at least one fragment, and at any fixed `X`, extrapolating the total equals summing the extrapolated fragment energies if and only if all ratios coincide. `aitken_total_sub` gives the size of the discrepancy as an exact formula.

Additivity is built into the definition of `totalEnergy`; it is not derived from a Hamiltonian. A fragment therefore has the same energy in the complex as alone, with no basis-set superposition error. The single geometric term is likewise assumed. Errors that follow an inverse power of $X$, a common model for correlation energies, fall under none of these theorems.

### From the sums to the Lean proof

`aitken_fragment` computes the denominator as $bq^X(1-q)^2$, shows that it is nonzero, clears it with `div_eq_iff` and leaves the polynomial identity to `ring`. It needs only $b \neq 0$ and $q \neq 0, 1$, so a single fragment may also approach its limit from below. If $|q| \geq 1$, the energies don't converge, and the $E$ that the formula returns is only the constant term, not a basis-set limit.

`second_difference_pos` rewrites $D$ as the sum of $w_i(1-q_i)^2$ and applies `sum_pos`. Every later division of total energies is by this positive number.

`spread_pos` proves $S_0S_2 - S_1^2 > 0$ for arbitrary positive weights when two ratios differ. Its step `key` expands $\sum_i w_i(aq_i - c)^2$ for general $a$ and $c$, which are later taken as $S_0$ and $S_1$. The step `hk` finds a ratio different from the weighted mean: if there were none, cancelling $S_0$ would make the two differing ratios equal. One strictly positive term and otherwise nonnegative ones make the sum positive by `sum_pos'`, and `pos_of_mul_pos_right` then removes the factor $S_0$.

`aitken_total_sub` is the formula for $A - E$. The equations `h0`, `h1` and `h2` are $s_{X+k} = E + S_k$ for $k = 0, 1, 2$; after the denominator is cleared, `ring` does the expansion shown above.

`aitken_total_lt` is the upper bound. It first proves in `hlt` that the energy drops from $X+1$ to $X+2$, fragment by fragment, and squares that drop in `hsq`. Multiplying the claim by $D$ with `div_lt_iff₀` turns it into the positivity of this square, which `linarith` recognises.

The main theorem assembles these results: the lower bound is the quotient of the positive spread by the positive second difference. In `size_consistent_iff`, `hfrag` first replaces the sum of extrapolated fragment energies by $\sum_i E_i$. If two ratios differed, the strict lower bound would contradict the assumed equality. Conversely, a common ratio factors out of $S_1$ and $S_2$ in `h1` and `h2`, and the numerator vanishes.
